# The adiabatic second-order Fröhlich energy lowering from phonons in a finite momentum range

At zero temperature, Fröhlich coupling to phonons lowers the energy of a particle at rest in a parabolic band of mass m. `adiabatic_integral` computes the second-order contribution of phonon momenta of magnitude between d and Q in three dimensions, with ħ = 1. The squared coupling, normalised to unit volume, is 2πwc/q², where w is the phonon energy and c sets the strength. The theory here is the adiabatic one, in which the phonon energy is left out of the denominator and only the recoil energy q²/(2m) remains. For m > 0 and 0 < d ≤ Q the lemma says that the integral is (2mwc/π)(1/d − 1/Q). It holds for all real w and c, though the physical reading as a lowering needs both to be positive. The attempt first reduces the integrand to a constant times 1/q² on the interval, then applies the fundamental theorem of calculus with an antiderivative proportional to −1/q.

Lean 4 with Mathlib refuses this proof:

```lean
import Mathlib

open Filter Topology MeasureTheory
open scoped Real

namespace AdiabaticIntegral

noncomputable section

/-- Squared Fröhlich coupling `|g|² = 2π w c / q²` at phonon momentum `q ≠ 0`. -/
def couplingSq (w c q : ℝ) : ℝ := 2 * π * w * c / q ^ 2

/-- Radial weight `q² / (2π²)` of the momentum integral in three dimensions. -/
def radialWeight (q : ℝ) : ℝ := q ^ 2 / (2 * π ^ 2)

/-- Contribution, per unit momentum, of phonons of momentum `q > 0` to the second-order energy
lowering, with phonon energy `Ω ≥ 0` in the denominator and band mass `m > 0`. The choice `Ω = w` is
the dynamical theory, `Ω = 0` the adiabatic one. -/
def shiftDensity (m w c Ω q : ℝ) : ℝ :=
  couplingSq w c q * radialWeight q / (Ω + q ^ 2 / (2 * m))

/-- For `m > 0`, `Ω ≥ 0` and `q ≠ 0` the measure cancels the `1/q²` of the squared coupling, and the
density is `2mwc / (π (2mΩ + q²))`. -/
theorem shiftDensity_eq {m Ω q : ℝ} (w c : ℝ) (hm : 0 < m) (hΩ : 0 ≤ Ω) (hq : q ≠ 0) :
    shiftDensity m w c Ω q = 2 * m * w * c / (π * (2 * m * Ω + q ^ 2)) := by
  have hπ := Real.pi_ne_zero
  have hs : 2 * m * Ω + q ^ 2 ≠ 0 := by positivity
  have e : Ω + q ^ 2 / (2 * m) = (2 * m * Ω + q ^ 2) / (2 * m) := by
    field_simp
  unfold shiftDensity couplingSq radialWeight
  rw [e]
  field_simp

/-- For `m > 0` and `0 < d ≤ Q` the adiabatic integral over momenta in `[d, Q]` is
`(2mwc/π) (1/d - 1/Q)`. -/
theorem adiabatic_integral {m d Q : ℝ} (w c : ℝ) (hm : 0 < m) (hd : 0 < d) (hdQ : d ≤ Q) :
    ∫ q in d..Q, shiftDensity m w c 0 q = 2 * m * w * c / π * (d⁻¹ - Q⁻¹) := by
  have hπ := Real.pi_ne_zero
  have hpos : ∀ q ∈ Set.uIcc d Q, 0 < q := by
    intro q hq
    rw [Set.uIcc_of_le hdQ] at hq
    exact hd.trans_le hq.1
  have hcong : Set.EqOn (shiftDensity m w c 0)
      (fun q => 2 * m * w * c / π * (q ^ 2)⁻¹) (Set.uIcc d Q) := by
    intro q hq
    have hq0 := (hpos q hq).ne'
    change shiftDensity m w c 0 q = 2 * m * w * c / π * (q ^ 2)⁻¹
    rw [shiftDensity_eq w c hm le_rfl hq0, mul_zero, zero_add, ← div_div, div_eq_mul_inv _ (q ^ 2)]
  rw [intervalIntegral.integral_congr hcong]
  -- the antiderivative of 1/q² is -1/q
  rw [intervalIntegral.integral_eq_sub_of_hasDerivAt
    (f := fun q => -(2 * m * w * c / π) * q⁻¹)
    (fun q hq => ((hasDerivAt_inv (hpos q hq).ne').const_mul _).congr_deriv (by ring))
    (ContinuousOn.intervalIntegrable (continuousOn_const.mul
      ((continuous_pow 2).continuousOn.inv₀
        (fun q hq => pow_ne_zero 2 (hpos q hq).ne'))))]
  ring

end

end AdiabaticIntegral
```

The error:

```
Main.lean:51:6: error: Tactic `rewrite` failed: Did not find an occurrence of the pattern
  ∫ (y : ℝ) in d..Q, ((fun x => ?m.303) * (fun a => a ^ 2)⁻¹) y
in the target expression
  ∫ (x : ℝ) in d..Q, 2 * m * w * c / π * (x ^ 2)⁻¹ = 2 * m * w * c / π * (d⁻¹ - Q⁻¹)

m d Q w c : ℝ
hm : 0 < m
hd : 0 < d
hdQ : d ≤ Q
hπ : π ≠ 0
hpos : ∀ q ∈ Set.uIcc d Q, 0 < q
hcong : Set.EqOn (shiftDensity m w c 0) (fun q => 2 * m * w * c / π * (q ^ 2)⁻¹) (Set.uIcc d Q)
⊢ ∫ (x : ℝ) in d..Q, 2 * m * w * c / π * (x ^ 2)⁻¹ = 2 * m * w * c / π * (d⁻¹ - Q⁻¹)
```

Cause. The error is in the form of the integrand, and the antiderivative is correct. The `rw` was never told which derivative to look for, and took its form from the continuity proof. There `continuousOn_const.mul` and `inv₀` build a product and an inverse of whole functions, so the pattern became `((fun x => ?m.303) * (fun a => a ^ 2)⁻¹) y`, with the constant still unknown. The goal has the pointwise expression `2 * m * w * c / π * (x ^ 2)⁻¹`. The two agree once the operations on functions are unfolded and the constant is filled in, but `rw` does not unfold that far when it searches for a match, and finds none.

The repair states the derivative in `hderiv` and the integrability in `hint`, both with the integrand written as in the goal. The pattern is then fixed before `rw` searches, and it matches. `hcont` supplies the continuity of 1/q² that `hint` needs, and the constant is now put in by `const_mul` on the integrability.

After these edits no error is left:

```diff
@@ -49,10 +49,14 @@
   rw [intervalIntegral.integral_congr hcong]
   -- the antiderivative of 1/q² is -1/q
-  rw [intervalIntegral.integral_eq_sub_of_hasDerivAt
-    (f := fun q => -(2 * m * w * c / π) * q⁻¹)
-    (fun q hq => ((hasDerivAt_inv (hpos q hq).ne').const_mul _).congr_deriv (by ring))
-    (ContinuousOn.intervalIntegrable (continuousOn_const.mul
-      ((continuous_pow 2).continuousOn.inv₀
-        (fun q hq => pow_ne_zero 2 (hpos q hq).ne'))))]
+  have hderiv : ∀ q ∈ Set.uIcc d Q, HasDerivAt (fun q : ℝ => -(2 * m * w * c / π) * q⁻¹)
+      (2 * m * w * c / π * (q ^ 2)⁻¹) q := by
+    intro q hq
+    have h := (hasDerivAt_inv (hpos q hq).ne').const_mul (-(2 * m * w * c / π))
+    exact h.congr_deriv (by ring)
+  have hcont : ContinuousOn (fun q : ℝ => (q ^ 2)⁻¹) (Set.uIcc d Q) :=
+    (continuous_pow 2).continuousOn.inv₀ (fun q hq => pow_ne_zero 2 (hpos q hq).ne')
+  have hint : IntervalIntegrable (fun q : ℝ => 2 * m * w * c / π * (q ^ 2)⁻¹) volume d Q :=
+    hcont.intervalIntegrable.const_mul (2 * m * w * c / π)
+  rw [intervalIntegral.integral_eq_sub_of_hasDerivAt hderiv hint]
   ring
 
```
